# The exchange relation for Lax operators of two auxiliary spins 1/2 and a site of any spin

## Two auxiliary spins and a site

Let \(\sigma=(\sigma_0,\sigma_1,\sigma_2)\) and \(\tau=(\tau_0,\tau_1,\tau_2)\) be the Pauli operators of two auxiliary spins 1/2. The indices 0, 1, 2 stand for \(x,y,z\), so \(\sigma_0\) is not the identity. Each component squares to 1, and \(\sigma_0\sigma_1=i\sigma_2\) holds with its cyclic versions; likewise for \(\tau\). The site carries an angular momentum \(S\) in units of \(\hbar\), with \([S_0,S_1]=iS_2\) and cyclic versions. Components of different triples commute, since they act on different degrees of freedom.

For complex spectral parameters \(u,v,w\), define

\[
P=\tfrac12(1+\sigma\cdot\tau),\qquad R(w)=w+iP,
\]
\[
L_1(u)=u+i\,\sigma\cdot S,\qquad L_2(v)=v+i\,\tau\cdot S .
\]

On two qubits, \(P\) is the operator that swaps them. The Lax operators \(L_1\) and \(L_2\) couple each auxiliary spin to the same site, so they do not commute in general. The R-matrix \(R\) controls their reordering:

\[
R(u-v)\,L_1(u)\,L_2(v)=L_2(v)\,L_1(u)\,R(u-v).
\]

For a chain, give site \(k\) a spin \(S_k\) and a complex shift \(\theta_k\), and let \(T_1(u)\) be the ordered product of the factors \(u-\theta_k+i\,\sigma\cdot S_k\). Define \(T_2(v)\) in the same way with \(\tau\). These monodromies obey the same relation. For spin-1/2 sites with equal shifts it is a starting point for the algebraic treatment of the finite periodic isotropic Heisenberg chain with uniform nearest-neighbour coupling. When \((u-v)^2\ne-1\), \(R(u-v)\) is invertible, and multiplying by its inverse and tracing over the auxiliary spins gives commuting transfer matrices; these steps are not carried out here.

## What the Lean statements assume

The operators are elements of an arbitrary complex algebra `A`, so no Hilbert space, dimension or adjoint enters. `IsPauli` and `IsSpin` record exactly the relations above. `IsSpin` fixes no value of \(S\cdot S\), which is why the site may have any spin, including spin 0. The `Commute` hypotheses express the independence of the degrees of freedom.

The functions `dot`, `exchange`, `lax` and `rMatrix` are the scalar product, \(P\), \(L\) and \(R\). The one-site relation is `rMatrix_lax_lax`. In `rMatrix_monodromy` the chain is a finite list `l` of site labels, and `l.Nodup` says that no site occurs twice. The spins may differ from site to site, and the empty list gives monodromies equal to 1.

## P turns one Pauli triple into the other

The cyclic products also fix the reversed ones: \(\sigma_0=-i\sigma_1\sigma_2\) gives \(\sigma_1\sigma_0=-i\sigma_2\). Hence

\[
2P\sigma_0=\sigma_0+\tau_0-i\sigma_2\tau_1+i\sigma_1\tau_2=2\tau_0P .
\]

The other components follow cyclically, so \(P\sigma_a=\tau_aP\). Write \(X=\sigma\cdot S\) and \(Y=\tau\cdot S\). Since \(P\) commutes with \(S\), we get \(PX=YP\). Since \(P\) is symmetric in the two triples, \(PY=XP\) as well.

Multiplying by \(\sigma_0\) from the left instead gives

\[
2\sigma_0P=\sigma_0+\tau_0+i\sigma_2\tau_1-i\sigma_1\tau_2 .
\]

Subtracting this from \(2\tau_0P\) yields \((\tau_0-\sigma_0)P=i(\sigma_1\tau_2-\sigma_2\tau_1)\), which is one component of \((\tau-\sigma)P=i\,\sigma\times\tau\).

## The commutator of the two couplings

Each \(\sigma_a\) commutes with each \(\tau_b\), and both commute with the components of \(S\), so only the spin commutators remain:

\[
[X,Y]=\sum_{a,b}\sigma_a\tau_b[S_a,S_b]=i(\sigma\times\tau)\cdot S=\sum_a(\tau_a-\sigma_a)P\,S_a=(Y-X)P .
\]

## Expanding in the spectral parameters

Put \(w=u-v\). The two sides of the exchange relation are

\[
(w+iP)(uv+iuY+ivX-XY),\qquad (uv+iuY+ivX-YX)(w+iP).
\]

The terms \(wuv\), \(iw(uY+vX)\) and \(iuvP\) agree. The cubic terms agree too, because \(PXY=YPY=YXP\). With \(PY=XP\) and \(PX=YP\), the left side minus the right side is

\[
-w[X,Y]-uXP-vYP+uYP+vXP=w\bigl((Y-X)P-[X,Y]\bigr)=0 .
\]

## From one site to a chain

Split off the first site: \(T_1=L_1T_1'\) and \(T_2=L_2T_2'\), where the primes denote the rest of the chain. Both Lax operators at site \(k\) carry the shift \(\theta_k\), so their parameter difference is still \(u-v\). Factors with different auxiliary spins and different sites commute, hence

\[
\begin{aligned}
R\,L_1T_1'L_2T_2'&=R\,L_1L_2\,T_1'T_2'=L_2L_1\,R\,T_1'T_2'\\
&=L_2L_1T_2'T_1'R=L_2T_2'L_1T_1'R .
\end{aligned}
\]

The third equality is the induction hypothesis. For the empty chain both sides are \(R\).

## A spin-1/2 site with numbers

Let the site be a third qubit, with \(S\) half its Pauli matrices, and let \(P_{jk}\) swap qubits \(j\) and \(k\). Then \(\sigma\cdot S=P_{13}-\tfrac12\) and \(\tau\cdot S=P_{23}-\tfrac12\). Choosing \(u=1+\tfrac i2\) and \(v=\tfrac i2\) gives

\[
L_1=1+iP_{13},\qquad L_2=iP_{23},\qquad R=1+iP_{12}.
\]

Act on \(|{\uparrow\uparrow\downarrow}\rangle\). On the left side, \(L_2\) gives \(i|{\uparrow\downarrow\uparrow}\rangle\), \(L_1\) multiplies this by \(1+i\), and \(R\) produces

\[
(-1+i)|{\uparrow\downarrow\uparrow}\rangle+(-1-i)|{\downarrow\uparrow\uparrow}\rangle .
\]

On the right side, \(R\) gives \((1+i)|{\uparrow\uparrow\downarrow}\rangle\), and \(L_1\) turns this into \((1+i)(|{\uparrow\uparrow\downarrow}\rangle+i|{\downarrow\uparrow\uparrow}\rangle)\). Applying \(L_2\) gives the same vector as before. Without \(R\) the two orders differ: \(L_1L_2\) gives \((-1+i)|{\uparrow\downarrow\uparrow}\rangle\), whereas \(L_2L_1\) gives \(i|{\uparrow\downarrow\uparrow}\rangle-|{\downarrow\uparrow\uparrow}\rangle\).

## The Lean file

```lean
import Mathlib

open Complex (I)
open scoped Kronecker

namespace SpinChainExchange

noncomputable section

variable {A : Type*} [Ring A] [Algebra ℂ A] {σ τ S : Fin 3 → A}

/-- A Pauli triple: each component squares to one, and the products are cyclic. -/
structure IsPauli (σ : Fin 3 → A) : Prop where
  sq : ∀ a, σ a * σ a = 1
  xy : σ 0 * σ 1 = I • σ 2
  yz : σ 1 * σ 2 = I • σ 0
  zx : σ 2 * σ 0 = I • σ 1

/-- A spin triple: the angular momentum commutation relations, in units of ħ. -/
structure IsSpin (S : Fin 3 → A) : Prop where
  xy : S 0 * S 1 - S 1 * S 0 = I • S 2
  yz : S 1 * S 2 - S 2 * S 1 = I • S 0
  zx : S 2 * S 0 - S 0 * S 2 = I • S 1

/-- The scalar product of two vector operators. -/
def dot (x y : Fin 3 → A) : A := ∑ a, x a * y a

/-- The permutation operator `P = (1 + σ·τ)/2`. -/
def exchange (σ τ : Fin 3 → A) : A := (1 / 2 : ℂ) • (1 + dot σ τ)

/-- The Lax operator `L(u) = u + i σ·S`. -/
def lax (σ S : Fin 3 → A) (u : ℂ) : A := u • (1 : A) + I • dot σ S

/-- The R-matrix `R(w) = w + i P`. -/
def rMatrix (σ τ : Fin 3 → A) (w : ℂ) : A := w • (1 : A) + I • exchange σ τ

/-- The ordered product of Lax operators along a list of sites, with a shift `θ k` of the
spectral parameter at site `k`. -/
def monodromy {ι : Type*} (σ : Fin 3 → A) (S : ι → Fin 3 → A) (θ : ι → ℂ) (u : ℂ)
    (l : List ι) : A := (l.map fun k => lax σ (S k) (u - θ k)).prod

private lemma reversed {x y z : A} (hy : y * y = 1) (h : y * z = I • x) :
    y * x = (-I) • z := by
  have hx : x = (-I) • (y * z) := by rw [h, smul_smul]; simp
  rw [hx, mul_smul_comm, ← mul_assoc, hy, one_mul]

/-- The permutation operator turns one Pauli triple into the other: `P σ_a = τ_a P`. -/
theorem exchange_mul (hσ : IsPauli σ) (hτ : IsPauli τ) (h : ∀ a b, Commute (σ a) (τ b))
    (a : Fin 3) : exchange σ τ * σ a = τ a * exchange σ τ := by
  have h1 : ∀ a b, σ b * τ b * σ a = σ b * σ a * τ b := fun a b => by
    rw [mul_assoc, ← (h a b).eq, ← mul_assoc]
  have h2 : ∀ a b, τ a * (σ b * τ b) = σ b * (τ a * τ b) := fun a b => by
    rw [← mul_assoc, ← (h b a).eq, mul_assoc]
  have ha : a = 0 ∨ a = 1 ∨ a = 2 := by fin_cases a <;> simp
  rcases ha with rfl | rfl | rfl <;>
  · simp only [exchange, dot, Fin.sum_univ_three, smul_mul_assoc, mul_smul_comm, add_mul,
      mul_add, one_mul, mul_one, h1, h2, hσ.sq, hσ.xy, hσ.yz, hσ.zx, hτ.sq, hτ.xy, hτ.yz,
      hτ.zx, reversed (hσ.sq 1) hσ.yz, reversed (hσ.sq 2) hσ.zx, reversed (hσ.sq 0) hσ.xy,
      reversed (hτ.sq 1) hτ.yz, reversed (hτ.sq 2) hτ.zx, reversed (hτ.sq 0) hτ.xy]
    module

/-- The components of `(τ - σ) P = i σ × τ`. -/
theorem sub_mul_exchange (hσ : IsPauli σ) (hτ : IsPauli τ)
    (h : ∀ a b, Commute (σ a) (τ b)) :
    (τ 0 - σ 0) * exchange σ τ = I • (σ 1 * τ 2 - σ 2 * τ 1) ∧
    (τ 1 - σ 1) * exchange σ τ = I • (σ 2 * τ 0 - σ 0 * τ 2) ∧
    (τ 2 - σ 2) * exchange σ τ = I • (σ 0 * τ 1 - σ 1 * τ 0) := by
  have h2 : ∀ a b, τ a * (σ b * τ b) = σ b * (τ a * τ b) := fun a b => by
    rw [← mul_assoc, ← (h b a).eq, mul_assoc]
  have h3 : ∀ a b, σ a * (σ b * τ b) = σ a * σ b * τ b := fun a b => by rw [mul_assoc]
  refine ⟨?_, ?_, ?_⟩ <;>
  · simp only [exchange, dot, Fin.sum_univ_three, smul_mul_assoc, mul_smul_comm, sub_mul,
      mul_add, one_mul, mul_one, h2, h3, hσ.sq, hσ.xy, hσ.yz, hσ.zx, hτ.sq, hτ.xy, hτ.yz,
      hτ.zx, reversed (hσ.sq 1) hσ.yz, reversed (hσ.sq 2) hσ.zx, reversed (hσ.sq 0) hσ.xy,
      reversed (hτ.sq 1) hτ.yz, reversed (hτ.sq 2) hτ.zx, reversed (hτ.sq 0) hτ.xy]
    module

private lemma exchange_commute (hσS : ∀ a b, Commute (σ a) (S b))
    (hτS : ∀ a b, Commute (τ a) (S b)) (a : Fin 3) : Commute (exchange σ τ) (S a) := by
  unfold exchange dot
  exact ((Commute.one_left _).add_left
    (Commute.sum_left _ _ _ fun b _ => (hσS b a).mul_left (hτS b a))).smul_left _

/-- The permutation operator exchanges the two spin couplings: `P (σ·S) = (τ·S) P`. -/
theorem exchange_mul_dot (hσ : IsPauli σ) (hτ : IsPauli τ)
    (h : ∀ a b, Commute (σ a) (τ b)) (hσS : ∀ a b, Commute (σ a) (S b))
    (hτS : ∀ a b, Commute (τ a) (S b)) :
    exchange σ τ * dot σ S = dot τ S * exchange σ τ := by
  simp only [dot, Finset.mul_sum, Finset.sum_mul]
  refine Finset.sum_congr rfl fun a _ => ?_
  rw [← mul_assoc, exchange_mul hσ hτ h, mul_assoc, (exchange_commute hσS hτS a).eq, mul_assoc]

/-- The commutator of the two spin couplings: `[σ·S, τ·S] = (τ·S - σ·S) P`. -/
theorem coupling_commutator (hσ : IsPauli σ) (hτ : IsPauli τ) (hS : IsSpin S)
    (h : ∀ a b, Commute (σ a) (τ b)) (hσS : ∀ a b, Commute (σ a) (S b))
    (hτS : ∀ a b, Commute (τ a) (S b)) :
    dot σ S * dot τ S - dot τ S * dot σ S = (dot τ S - dot σ S) * exchange σ τ := by
  have hP : ∀ a, (τ a * S a - σ a * S a) * exchange σ τ
      = (τ a - σ a) * exchange σ τ * S a := fun a => by
    rw [← sub_mul, mul_assoc, ← (exchange_commute hσS hτS a).eq, mul_assoc]
  have hr : (dot τ S - dot σ S) * exchange σ τ
      = ∑ a, (τ a - σ a) * exchange σ τ * S a := by
    simp only [dot, ← Finset.sum_sub_distrib, Finset.sum_mul, hP]
  obtain ⟨c0, c1, c2⟩ := sub_mul_exchange hσ hτ h
  rw [hr, Fin.sum_univ_three, c0, c1, c2]
  -- collect the Pauli factors on the left and order the spin components
  have h1 : ∀ a b, σ a * S a * (τ b * S b) = σ a * τ b * (S a * S b) := fun a b =>
    (hτS b a).symm.mul_mul_mul_comm _ _
  have h2 : ∀ a b, τ b * S b * (σ a * S a) = σ a * τ b * (S b * S a) := fun a b => by
    rw [(hσS a b).symm.mul_mul_mul_comm, ← (h a b).eq]
  have s10 : S 1 * S 0 = S 0 * S 1 - I • S 2 := by rw [← hS.xy]; abel
  have s21 : S 2 * S 1 = S 1 * S 2 - I • S 0 := by rw [← hS.yz]; abel
  have s02 : S 0 * S 2 = S 2 * S 0 - I • S 1 := by rw [← hS.zx]; abel
  simp only [dot, Fin.sum_univ_three, add_mul, mul_add, h1, h2, s10, s21, s02, mul_sub,
    sub_mul, mul_smul_comm, smul_mul_assoc]
  module

/-- The exchange relation `R(u-v) L1(u) L2(v) = L2(v) L1(u) R(u-v)` for a site of any spin. -/
theorem rMatrix_lax_lax (hσ : IsPauli σ) (hτ : IsPauli τ) (hS : IsSpin S)
    (h : ∀ a b, Commute (σ a) (τ b)) (hσS : ∀ a b, Commute (σ a) (S b))
    (hτS : ∀ a b, Commute (τ a) (S b)) (u v : ℂ) :
    rMatrix σ τ (u - v) * lax σ S u * lax τ S v
      = lax τ S v * lax σ S u * rMatrix σ τ (u - v) := by
  have hA := exchange_mul_dot hσ hτ h hσS hτS
  have hsymm : exchange τ σ = exchange σ τ := by
    simp only [exchange, dot, fun a => (h a a).eq]
  have hB := exchange_mul_dot hτ hσ (fun a b => (h b a).symm) hτS hσS
  rw [hsymm] at hB
  have hBPB : dot τ S * exchange σ τ * dot τ S = dot τ S * dot σ S * exchange σ τ := by
    rw [mul_assoc, hB, mul_assoc]
  have hAB : dot σ S * dot τ S = dot τ S * dot σ S
      + (dot τ S * exchange σ τ - dot σ S * exchange σ τ) := by
    rw [← sub_mul, ← coupling_commutator hσ hτ hS h hσS hτS]; abel
  -- expand in the spectral parameters and move P to the right
  simp only [rMatrix, lax, add_mul, mul_add, smul_mul_assoc, mul_smul_comm, one_mul, mul_one,
    hA, hB, hBPB, hAB]
  module

private lemma lax_commute {T : Fin 3 → A} (h : ∀ a b, Commute (σ a) (τ b))
    (hσT : ∀ a b, Commute (σ a) (T b)) (hτS : ∀ a b, Commute (τ a) (S b))
    (hST : ∀ a b, Commute (S a) (T b)) (u v : ℂ) : Commute (lax σ S u) (lax τ T v) := by
  have hd : Commute (dot σ S) (dot τ T) :=
    Commute.sum_left _ _ _ fun a _ => Commute.sum_right _ _ _ fun b _ =>
      ((h a b).mul_right (hσT a b)).mul_left ((hτS b a).symm.mul_right (hST a b))
  exact ((Commute.one_left _).smul_left u).add_left
    ((((Commute.one_right _).smul_right v).add_right (hd.smul_right I)).smul_left I)

private lemma lax_commute_monodromy {ι : Type*} {S : ι → Fin 3 → A}
    (h : ∀ a b, Commute (σ a) (τ b)) (hσS : ∀ k a b, Commute (σ a) (S k b))
    (hτS : ∀ k a b, Commute (τ a) (S k b))
    (hSS : ∀ j k, j ≠ k → ∀ a b, Commute (S j a) (S k b)) (θ : ι → ℂ) (u v : ℂ) (k : ι)
    (l : List ι) (hk : k ∉ l) : Commute (lax σ (S k) u) (monodromy τ S θ v l) := by
  induction l with
  | nil => simp [monodromy]
  | cons j l ih =>
    rw [List.mem_cons, not_or] at hk
    have hc := (lax_commute h (hσS j) (hτS k) (hSS k j hk.1) u (v - θ j)).mul_right (ih hk.2)
    simpa only [monodromy, List.map_cons, List.prod_cons] using hc

/-- The exchange relation for the monodromies of an inhomogeneous chain of distinct sites,
each of any spin: `R(u-v) T1(u) T2(v) = T2(v) T1(u) R(u-v)`. -/
theorem rMatrix_monodromy {ι : Type*} {S : ι → Fin 3 → A} (hσ : IsPauli σ) (hτ : IsPauli τ)
    (hS : ∀ k, IsSpin (S k)) (h : ∀ a b, Commute (σ a) (τ b))
    (hσS : ∀ k a b, Commute (σ a) (S k b)) (hτS : ∀ k a b, Commute (τ a) (S k b))
    (hSS : ∀ j k, j ≠ k → ∀ a b, Commute (S j a) (S k b)) (θ : ι → ℂ) (u v : ℂ)
    (l : List ι) (hl : l.Nodup) :
    rMatrix σ τ (u - v) * monodromy σ S θ u l * monodromy τ S θ v l
      = monodromy τ S θ v l * monodromy σ S θ u l * rMatrix σ τ (u - v) := by
  induction l with
  | nil => simp [monodromy]
  | cons k l ih =>
    rw [List.nodup_cons] at hl
    have hT := ih hl.2
    have hL := rMatrix_lax_lax hσ hτ (hS k) h (hσS k) (hτS k) (u - θ k) (v - θ k)
    rw [sub_sub_sub_cancel_right] at hL
    have c1 := (lax_commute_monodromy (fun a b => (h b a).symm) hτS hσS hSS θ
      (v - θ k) u k l hl.1).symm.eq
    have c2 := (lax_commute_monodromy h hσS hτS hSS θ (u - θ k) v k l hl.1).eq
    have e : ∀ (ρ : Fin 3 → A) (w : ℂ), monodromy ρ S θ w (k :: l)
        = lax ρ (S k) (w - θ k) * monodromy ρ S θ w l := fun ρ w => by simp [monodromy]
    rw [e, e]
    generalize monodromy σ S θ u l = T1 at *
    generalize monodromy τ S θ v l = T2 at *
    generalize lax σ (S k) (u - θ k) = L1 at *
    generalize lax τ (S k) (v - θ k) = L2 at *
    generalize rMatrix σ τ (u - v) = R at *
    -- pass R first through site k, then through the rest of the chain
    calc R * (L1 * T1) * (L2 * T2) = R * L1 * (T1 * L2) * T2 := by simp only [mul_assoc]
      _ = (R * L1 * L2) * T1 * T2 := by rw [c1]; simp only [mul_assoc]
      _ = L2 * L1 * (R * T1 * T2) := by rw [hL]; simp only [mul_assoc]
      _ = L2 * (L1 * T2) * T1 * R := by rw [hT]; simp only [mul_assoc]
      _ = L2 * T2 * (L1 * T1) * R := by rw [c2]; simp only [mul_assoc]

/-- The three Pauli matrices. -/
def pauli : Fin 3 → Matrix (Fin 2) (Fin 2) ℂ :=
  ![!![0, 1; 1, 0], !![0, -I; I, 0], !![1, 0; 0, -1]]

/-- Operators on four qubits. -/
abbrev FourQubit := Matrix ((Fin 2 × Fin 2) × (Fin 2 × Fin 2)) ((Fin 2 × Fin 2) × (Fin 2 × Fin 2)) ℂ

/-- Pauli matrices on the first qubit. -/
def auxA (a : Fin 3) : FourQubit := (pauli a ⊗ₖ 1) ⊗ₖ 1

/-- Pauli matrices on the second qubit. -/
def auxB (a : Fin 3) : FourQubit := (1 ⊗ₖ pauli a) ⊗ₖ 1

/-- Half the Pauli matrices on the third and on the fourth qubit. -/
def site : Fin 2 → Fin 3 → FourQubit
  | 0, a => (1 / 2 : ℂ) • (1 ⊗ₖ (pauli a ⊗ₖ 1))
  | 1, a => (1 / 2 : ℂ) • (1 ⊗ₖ (1 ⊗ₖ pauli a))

private lemma pauli_isPauli : IsPauli pauli := by
  refine ⟨fun a => ?_, ?_, ?_, ?_⟩
  · fin_cases a <;> ext i j <;> fin_cases i <;> fin_cases j <;>
      simp [pauli, Matrix.mul_apply, Fin.sum_univ_two]
  all_goals
    ext i j
    fin_cases i <;> fin_cases j <;> simp [pauli, Matrix.mul_apply, Fin.sum_univ_two]

private lemma kron_isPauli {n m : Type*} [Fintype n] [DecidableEq n] [Fintype m]
    [DecidableEq m] {ρ : Fin 3 → Matrix n n ℂ} (h : IsPauli ρ) :
    IsPauli (fun a => ρ a ⊗ₖ (1 : Matrix m m ℂ)) ∧
    IsPauli (fun a => (1 : Matrix m m ℂ) ⊗ₖ ρ a) := by
  refine ⟨⟨fun a => ?_, ?_, ?_, ?_⟩, ⟨fun a => ?_, ?_, ?_, ?_⟩⟩ <;>
    simp only [← Matrix.mul_kronecker_mul, h.sq, h.xy, h.yz, h.zx, one_mul,
      Matrix.one_kronecker_one, Matrix.smul_kronecker, Matrix.kronecker_smul]

private lemma half_isSpin (h : IsPauli σ) : IsSpin (fun a => (1 / 2 : ℂ) • σ a) := by
  refine ⟨?_, ?_, ?_⟩ <;>
  · simp only [smul_mul_assoc, mul_smul_comm, h.xy, h.yz, h.zx, reversed (h.sq 1) h.yz,
      reversed (h.sq 2) h.zx, reversed (h.sq 0) h.xy]
    module

/-- Four qubits, two as auxiliary spins and two as sites, satisfy all the relations assumed
for the chain. -/
theorem rMatrix_monodromy_witness :
    IsPauli auxA ∧ IsPauli auxB ∧ (∀ k, IsSpin (site k)) ∧
    (∀ a b, Commute (auxA a) (auxB b)) ∧ (∀ k a b, Commute (auxA a) (site k b)) ∧
    (∀ k a b, Commute (auxB a) (site k b)) ∧
    (∀ j k, j ≠ k → ∀ a b, Commute (site j a) (site k b)) := by
  refine ⟨(kron_isPauli (kron_isPauli pauli_isPauli).1).1,
    (kron_isPauli (kron_isPauli pauli_isPauli).2).1,
    Fin.forall_fin_two.2 ⟨half_isSpin (kron_isPauli (kron_isPauli pauli_isPauli).1).2,
      half_isSpin (kron_isPauli (kron_isPauli pauli_isPauli).2).2⟩,
    fun a b => ?_, Fin.forall_fin_two.2 ⟨fun a b => ?_, fun a b => ?_⟩,
    Fin.forall_fin_two.2 ⟨fun a b => ?_, fun a b => ?_⟩,
    Fin.forall_fin_two.2 ⟨Fin.forall_fin_two.2 ⟨fun h => absurd rfl h, fun _ a b => ?_⟩,
      Fin.forall_fin_two.2 ⟨fun _ a b => ?_, fun h => absurd rfl h⟩⟩⟩ <;>
    simp only [auxA, auxB, site, commute_iff_eq, smul_mul_assoc, mul_smul_comm,
      ← Matrix.mul_kronecker_mul, one_mul, mul_one]

end

end SpinChainExchange
```

```lean
#print axioms SpinChainExchange.rMatrix_lax_lax
#print axioms SpinChainExchange.rMatrix_monodromy
```

```
'SpinChainExchange.rMatrix_lax_lax' depends on axioms: [propext, Classical.choice, Quot.sound]
'SpinChainExchange.rMatrix_monodromy' depends on axioms: [propext, Classical.choice, Quot.sound]
```

## How the proof follows the algebra

The lemma `reversed` supplies products such as \(\sigma_1\sigma_0=-i\sigma_2\). In `exchange_mul` and `sub_mul_exchange`, `simp only` expands \(P\), moves the \(\sigma\) factors to the left and reduces every Pauli product. The tactic `module` then compares the coefficients of the remaining terms.

`exchange_commute` shows that \(P\) commutes with the site spin, and `exchange_mul_dot` sums the componentwise swap to \(PX=YP\). In `coupling_commutator`, `hr` rewrites the right side as \(\sum_a(\tau_a-\sigma_a)P\,S_a\), to which the cross-product formula applies. The equations `s10`, `s21` and `s02` put the spin products in a fixed order, which is where the angular momentum commutators enter.

In `rMatrix_lax_lax`, `hA` and `hB` are \(PX=YP\) and \(PY=XP\), `hBPB` is \(YPY=YXP\), and `hAB` is the commutator solved for \(XY\). After expansion with these rules, `module` checks the cancellation in \(u\) and \(v\).

For the chain, `lax_commute` treats two factors with different auxiliary spins and different sites, and `lax_commute_monodromy` extends this to a list that does not contain the given site. The `calc` block in `rMatrix_monodromy` is the displayed chain of equalities, with `c1` and `c2` for the two commutations, `hL` for the single site and `hT` for the induction hypothesis.

Finally, `rMatrix_monodromy_witness` realises the assumptions on four qubits, two auxiliary and two as spin-1/2 sites. The Pauli relations are checked entry by entry for the \(2\times2\) matrices and carried to the Kronecker products by `kron_isPauli`; `half_isSpin` shows that half a Pauli triple is a spin triple.
